# The fewest pair exchanges that build a permutation of $N$ particles with $c$ cycles, fixed points included, is $N-c$

Two bosons in a path-integral simulation start as two separate ring polymers; exchanging them once joins the rings into one, and exchanging them again separates the rings. Among $N$ particles, too, a single pair exchange removes at most one ring, so a permutation with $c$ rings lies at least $N-c$ exchanges away from the identity, and $N-c$ well-chosen exchanges do reach it.

```lean
import Mathlib

open Equiv (swap Perm)

namespace MinimalExchangeMoves

variable {α : Type*}

/-- Two particles are equivalent when they lie on the same cycle of `p`. -/
def cycleSetoid (p : Perm α) : Setoid α :=
  ⟨p.SameCycle, fun _ => ⟨0, by simp⟩, fun h => h.symm, fun h k => h.trans k⟩

/-- The cycles (ring polymers) of the permutation `p`, fixed points included. -/
abbrev Cycles (p : Perm α) := Quotient (cycleSetoid p)

/-- The cycle of `p` on which particle `x` lies. -/
def cyc (p : Perm α) (x : α) : Cycles p := Quotient.mk (cycleSetoid p) x

/-- The number of cycles of `p`, fixed points included, for finitely many particles. -/
noncomputable def cycleCount (p : Perm α) : ℕ := Nat.card (Cycles p)

/-- `ReachedIn k p`: starting from the identity, the sampler can arrive at `p` after exactly
`k` accepted moves, each of which exchanges two distinct particles. -/
inductive ReachedIn [DecidableEq α] : ℕ → Perm α → Prop
  | start : ReachedIn 0 1
  | move {k : ℕ} {p : Perm α} (a b : α) (hab : a ≠ b) (h : ReachedIn k p) :
      ReachedIn (k + 1) (swap a b * p)

/-- A particle label that is unchanged by `p` is constant along each cycle of `p`. -/
theorem eq_of_sameCycle {β : Type*} (p : Perm α) (f : α → β) (hf : ∀ x, f (p x) = f x)
    {x y : α} (h : p.SameCycle x y) : f x = f y := by
  have key : ∀ n : ℤ, ∀ z, f ((p ^ n) z) = f z := by
    intro n
    refine Int.induction_on n ?_ (fun k ih z => ?_) (fun k ih z => ?_)
    · intro z
      simp
    · rw [zpow_add_one, Equiv.Perm.mul_apply, ih, hf]
    · rw [zpow_sub_one, Equiv.Perm.mul_apply, ih]
      simpa using (hf (p⁻¹ z)).symm
  obtain ⟨n, hn⟩ := h
  rw [← hn, key]

/-- A particle and its image under `p` lie on the same cycle. -/
theorem cyc_apply (p : Perm α) (x : α) : cyc p (p x) = cyc p x :=
  Quotient.sound (s := cycleSetoid p) (show p.SameCycle (p x) x from ⟨-1, by simp⟩)

variable [Fintype α]

/-- There are at most as many cycles as particles. -/
theorem cycleCount_le (p : Perm α) : cycleCount p ≤ Fintype.card α := by
  have h := Nat.card_le_card_of_surjective (cyc p) (fun o => Quotient.exists_rep o)
  simpa only [cycleCount, Nat.card_eq_fintype_card] using h

variable [DecidableEq α]

/-- One pair exchange lowers the number of cycles by at most one. -/
theorem cycleCount_le_exchange (p : Perm α) (a b : α) :
    cycleCount p ≤ cycleCount (swap a b * p) + 1 := by
  classical
  -- glue the cycle of `a` to the cycle of `b`; the exchange respects this gluing
  let g : α → Cycles p := fun x => if cyc p x = cyc p a then cyc p b else cyc p x
  have ga : g a = cyc p b := by simp [g]
  have gb : g b = cyc p b := by simp [g]
  have hs : ∀ y, g (swap a b y) = g y := by
    intro y
    by_cases h1 : y = a
    · rw [h1, Equiv.swap_apply_left, ga, gb]
    · by_cases h2 : y = b
      · rw [h2, Equiv.swap_apply_right, ga, gb]
      · rw [Equiv.swap_apply_of_ne_of_ne h1 h2]
  have hq : ∀ x, g ((swap a b * p) x) = g x := by
    intro x
    rw [Equiv.Perm.mul_apply, hs]
    simp only [g, cyc_apply]
  -- the new cycles and one extra element cover all old cycles
  let F : Option (Cycles (swap a b * p)) → Cycles p := fun o =>
    o.elim (cyc p a) (Quotient.lift g fun _ _ h => eq_of_sameCycle _ g hq h)
  have hF : Function.Surjective F := by
    intro o
    obtain ⟨x, rfl⟩ := Quotient.exists_rep o
    change ∃ c, F c = cyc p x
    by_cases h : cyc p x = cyc p a
    · exact ⟨none, h.symm⟩
    · refine ⟨some (cyc _ x), ?_⟩
      change g x = cyc p x
      exact if_neg h
  have h := Nat.card_le_card_of_surjective F hF
  simpa only [cycleCount, Finite.card_option] using h

/-- If `p` moves particle `a`, then exchanging `a` with `p a` raises the number of cycles by
exactly one. -/
theorem cycleCount_split (p : Perm α) (a : α) (ha : p a ≠ a) :
    cycleCount (swap a (p a) * p) = cycleCount p + 1 := by
  apply le_antisymm
  · have h := cycleCount_le_exchange (swap a (p a) * p) a (p a)
    rwa [← mul_assoc, Equiv.swap_mul_self, one_mul] at h
  -- `a` is now a fixed point, and the rest of its old cycle survives
  let f : α → Option (Cycles p) := fun x => if x = a then none else some (cyc p x)
  have hf : ∀ x, f ((swap a (p a) * p) x) = f x := by
    intro x
    rw [Equiv.Perm.mul_apply]
    by_cases hx : x = a
    · rw [hx, Equiv.swap_apply_right]
    · have hpx : p x ≠ p a := fun h => hx (p.injective h)
      by_cases hy : p x = a
      · have e : cyc p a = cyc p x := by rw [← cyc_apply p x, hy]
        rw [hy, Equiv.swap_apply_left]
        simp [f, ha, hx, cyc_apply, e]
      · rw [Equiv.swap_apply_of_ne_of_ne hy hpx]
        simp [f, hx, hy, cyc_apply]
  let F : Cycles (swap a (p a) * p) → Option (Cycles p) :=
    Quotient.lift f fun _ _ h => eq_of_sameCycle _ f hf h
  have hF : Function.Surjective F := by
    rintro (_ | o)
    · exact ⟨cyc _ a, if_pos rfl⟩
    · obtain ⟨x, rfl⟩ := Quotient.exists_rep o
      change ∃ c, F c = some (cyc p x)
      by_cases hx : x = a
      · refine ⟨cyc _ (p a), ?_⟩
        change f (p a) = _
        simp [f, ha, hx, cyc_apply]
      · refine ⟨cyc _ x, ?_⟩
        change f x = _
        exact if_neg hx
  have h := Nat.card_le_card_of_surjective F hF
  simpa only [cycleCount, Finite.card_option] using h

/-- After `k` accepted moves the number of cycles is at least `N - k`. -/
theorem card_le_of_reachedIn {k : ℕ} {p : Perm α} (h : ReachedIn k p) :
    Fintype.card α ≤ k + cycleCount p := by
  induction h with
  | start =>
    -- every particle is its own cycle of the identity
    let F : Cycles (1 : Perm α) → α :=
      Quotient.lift id fun _ _ h => eq_of_sameCycle 1 id (fun _ => rfl) h
    have h := Nat.card_le_card_of_surjective F (fun x => ⟨cyc 1 x, rfl⟩)
    simpa only [cycleCount, Nat.card_eq_fintype_card, zero_add] using h
  | @move k p a b hab _ ih =>
    have := cycleCount_le_exchange p a b
    omega

/-- A permutation with `N - d` cycles can be reached in `d` accepted moves. -/
theorem reachedIn_of_cycleCount (d : ℕ) :
    ∀ p : Perm α, cycleCount p + d = Fintype.card α → ReachedIn d p := by
  have moved : ∀ p : Perm α, p ≠ 1 → ∃ a, p a ≠ a := by
    intro p hne
    by_contra! hc
    exact hne (Equiv.ext fun x => hc x)
  induction d with
  | zero =>
    intro p h
    have hp : p = 1 := by
      by_contra hne
      obtain ⟨a, ha⟩ := moved p hne
      have h1 := cycleCount_split p a ha
      have h2 := cycleCount_le (swap a (p a) * p)
      omega
    rw [hp]
    exact ReachedIn.start
  | succ d ih =>
    intro p h
    have hne : p ≠ 1 := by
      rintro rfl
      have := card_le_of_reachedIn (ReachedIn.start (α := α))
      omega
    obtain ⟨a, ha⟩ := moved p hne
    have h1 := cycleCount_split p a ha
    -- split off `a`, reach the simpler permutation, then undo the split
    have hr := (ih (swap a (p a) * p) (by omega)).move a (p a) ha.symm
    rwa [← mul_assoc, Equiv.swap_mul_self, one_mul] at hr

omit [Fintype α] in
/-- The sampler can reach `p` in `k` accepted moves exactly when `p` is a product of `k`
transpositions. -/
theorem reachedIn_iff_prod (k : ℕ) (p : Perm α) :
    ReachedIn k p ↔ ∃ l : List (Perm α), l.length = k ∧ (∀ t ∈ l, t.IsSwap) ∧ l.prod = p := by
  constructor
  · intro h
    induction h with
    | start => exact ⟨[], by simp⟩
    | @move k p a b hab _ ih =>
      obtain ⟨l, hl, hs, hp⟩ := ih
      refine ⟨swap a b :: l, by simp [hl], ?_, by simp [hp]⟩
      intro t ht
      rcases List.mem_cons.mp ht with h | h
      · exact ⟨a, b, hab, h⟩
      · exact hs t h
  · rintro ⟨l, rfl, hs, rfl⟩
    induction l with
    | nil => exact ReachedIn.start
    | cons t l ih =>
      obtain ⟨a, b, hab, ht⟩ := hs t List.mem_cons_self
      have h := (ih fun s h => hs s (List.mem_cons_of_mem t h)).move a b hab
      rw [List.prod_cons, List.length_cons, ht]
      exact h

/-- For a permutation `p` of `N` particles with `c` cycles, fixed points included, `N - c` is
both the least number of transpositions with product `p` and the least number of accepted
pair exchanges that lead from the identity to `p`. -/
theorem minimal_exchange_moves (p : Perm α) :
    IsLeast {k | ∃ l : List (Perm α), l.length = k ∧ (∀ t ∈ l, t.IsSwap) ∧ l.prod = p}
      (Fintype.card α - cycleCount p) ∧
    IsLeast {k | ReachedIn k p} (Fintype.card α - cycleCount p) := by
  have hle := cycleCount_le p
  have h : IsLeast {k | ReachedIn k p} (Fintype.card α - cycleCount p) := by
    refine ⟨reachedIn_of_cycleCount _ p (by omega), fun k hk => ?_⟩
    have := card_le_of_reachedIn hk
    omega
  refine ⟨?_, h⟩
  simpa only [reachedIn_iff_prod] using h

/-- With at least two particles, `p` can be reached in exactly `k` accepted moves if and only
if `k` exceeds `N - c` by an even number `2 m`, where `c` is the number of cycles of `p`. -/
theorem reachedIn_iff [Nontrivial α] (k : ℕ) (p : Perm α) :
    ReachedIn k p ↔ ∃ m, k + cycleCount p = Fintype.card α + 2 * m := by
  have hle := cycleCount_le p
  obtain ⟨d, hd⟩ : ∃ d, cycleCount p + d = Fintype.card α := ⟨_, Nat.add_sub_of_le hle⟩
  have hmin := reachedIn_of_cycleCount d p hd
  constructor
  · intro h
    -- each exchange flips the sign, so the parity of the number of moves is fixed
    have sgn : ∀ {j : ℕ} {q : Perm α}, ReachedIn j q → Equiv.Perm.sign q = (-1) ^ j := by
      intro j q hj
      induction hj with
      | start => simp
      | @move j q a b hab _ ih =>
        rw [Equiv.Perm.sign_mul, Equiv.Perm.sign_swap hab, ih, pow_succ']
    have e : (-1 : ℤˣ) ^ k = (-1) ^ d := (sgn h).symm.trans (sgn hmin)
    have hlow := card_le_of_reachedIn h
    rcases Nat.even_or_odd k with hk | hk <;> rcases Nat.even_or_odd d with hj | hj
    · obtain ⟨i, hi⟩ := hk
      obtain ⟨j, hj⟩ := hj
      exact ⟨i - j, by omega⟩
    · rw [hk.neg_one_pow, hj.neg_one_pow] at e
      exact absurd e (by decide)
    · rw [hk.neg_one_pow, hj.neg_one_pow] at e
      exact absurd e (by decide)
    · obtain ⟨i, hi⟩ := hk
      obtain ⟨j, hj⟩ := hj
      exact ⟨i - j, by omega⟩
  · rintro ⟨m, hm⟩
    obtain ⟨a, b, hab⟩ := exists_pair_ne α
    -- performing the same exchange twice wastes two moves
    have pad : ∀ n : ℕ, ReachedIn (d + 2 * n) p := by
      intro n
      induction n with
      | zero => exact hmin
      | succ n ih =>
        have h := (ih.move a b hab).move a b hab
        rw [← mul_assoc, Equiv.swap_mul_self, one_mul] at h
        exact h
    have hk : k = d + 2 * m := by omega
    rw [hk]
    exact pad m

end MinimalExchangeMoves
```

```lean
#print axioms MinimalExchangeMoves.minimal_exchange_moves
-- 'MinimalExchangeMoves.minimal_exchange_moves' depends on axioms: [propext, Classical.choice, Quot.sound]
#print axioms MinimalExchangeMoves.reachedIn_iff
-- 'MinimalExchangeMoves.reachedIn_iff' depends on axioms: [propext, Classical.choice, Quot.sound]
```

## Rings, exchanges and what is counted

The partition function of $N$ identical bosons contains a sum over permutations $p$ of the particle labels (here $p$ is never a momentum). The imaginary-time path that starts at particle $x$ ends at the starting point of particle $p(x)$. Following these links closes the paths into rings, one for each cycle of $p$. A particle with $p(x)=x$ forms a ring of its own and counts as a cycle. The question is how many exchanges a sampler must accept before it can arrive at a given $p$.

In Lean the particles are the elements of a finite type `α`, and $N$ is `Fintype.card α`. Two particles are equivalent under `cycleSetoid p` if some integer power of $p$ takes one to the other. The classes form `Cycles p`, `cyc p x` is the class of $x$, and `cycleCount p` is $c$. Mathlib's `cycleType`, by contrast, leaves out fixed points.

`ReachedIn k p` says that some history of exactly $k$ accepted moves leads from the identity to $p$. Each move replaces the current permutation $p$ by `swap a b * p` with $a\neq b$. The right factor acts first, so the path that ended at $a$ now ends at $b$, and the reverse.

The theorem `minimal_exchange_moves` makes two statements with `IsLeast`, which means that a number belongs to a set and is a lower bound for it. The number $N-c$ is the least length of a list of transpositions with product $p$, and the least $k$ for which `ReachedIn k p` holds. Subtraction of natural numbers in Lean stops at zero, but `cycleCount_le` proves $c\le N$, so this is the ordinary difference.

The theorem `reachedIn_iff` describes all possible histories when there are at least two particles: $p$ can be reached in exactly $k$ moves if and only if $k=N-c+2m$ for some natural number $m$. A history may therefore be longer than the minimum, but only by an even number of moves.

The model contains no energies or positions, and every exchange is allowed. For a real sampler that starts from the identity and changes $p$ only by pair exchanges, the lower bound applies as it stands. That the minimum can be attained requires in addition that the exchanges along some shortest route are proposed and accepted with positive probability.

## One exchange removes at most one ring

The tool for counting is a label $f$ that $p$ leaves unchanged, $f(p(x))=f(x)$ for every $x$. Repeating this gives $f(p^n(x))=f(x)$ for $n\ge 0$, and applying it at $p^{-1}(x)$ gives the same for negative powers. So $f$ is constant on each cycle and takes at most $c$ values. This is `eq_of_sameCycle`, proved by induction over the integers.

Let $\tau=(a\,b)$ and $q=\tau p$, and write $C_x$ for the cycle of $x$ under $p$. Label each particle by its old cycle, but relabel everything in $C_a$ as $C_b$:

$$g(x)=\begin{cases}C_b & \text{if } C_x=C_a,\\ C_x & \text{otherwise.}\end{cases}$$

Since $g(a)=g(b)=C_b$, the exchange does not change the label: $g(\tau(y))=g(y)$. Since $x$ and $p(x)$ share a cycle, $g(p(x))=g(x)$. Together these give $g(q(x))=g(x)$, so $g$ takes at most $c(q)$ values. It takes every old cycle as a value except possibly $C_a$, hence

$$c(p)\le c(q)+1 .$$

In `cycleCount_le_exchange` the map `F` expresses this count. It sends the new cycles and one extra element, supplied by `Option`, onto all the old cycles.

The identity has $N$ cycles. After $k$ moves at least $N-k$ remain, so $k\ge N-c$. This is `card_le_of_reachedIn`, an induction over the history.

## Splitting off one particle at a time

To attain the bound, take a particle $a$ with $p(a)\neq a$ and set $\tau=(a\;p(a))$, $q=\tau p$. Then

- $q(a)=\tau(p(a))=a$, so $a$ becomes a ring of its own;
- the particle $x$ with $p(x)=a$ now has $q(x)=p(a)$, so the old ring closes without $a$;
- every other particle keeps its link, $q(x)=p(x)$.

Give $a$ a new label and every other particle its old cycle. By the three cases $q$ preserves this label. All old cycles still occur, since $p(a)\neq a$ carries the label $C_a$, and the new label occurs as well. Hence $c(q)\ge c(p)+1$. Because $\tau q=p$, the inequality of the previous paragraphs, applied to $q$, gives $c(q)\le c(p)+1$. So $c(q)=c(p)+1$, which is `cycleCount_split`.

Now use induction on $d=N-c(p)$, as `reachedIn_of_cycleCount` does. If $d=0$ and $p$ moved some particle, a split would produce $N+1$ cycles, which is impossible; so $p$ is the identity and no move is needed. If $d>0$, then $p$ is not the identity, and a split gives a $q$ with one more cycle. By induction $q$ is reached in $d-1$ moves, and one further exchange $\tau$ gives $\tau q=p$.

For the ring $1\to2\to3\to1$, splitting off particle 1 leaves $(2\,3)$. Therefore $p=(1\,2)(2\,3)$, two exchanges, in agreement with $3-1=2$.

A history is the same thing as a list of transpositions with the last move written first. That is `reachedIn_iff_prod`, and it carries the minimum from one description to the other.

## Why surplus moves come in pairs

Every exchange reverses the sign of the permutation, so $k$ moves give $\operatorname{sgn}(p)=(-1)^k$. The shortest history gives $(-1)^{N-c}$. Thus $k$ and $N-c$ have the same parity, and with $k\ge N-c$ this means $k=N-c+2m$. Conversely, performing the same exchange twice restores $p$ and adds two moves, so every such $k$ occurs.

This last step needs two distinct particles, which is the role of `Nontrivial α`. With $N=1$ the only permutation has $c=1$, and $k=2$, $m=1$ satisfies the equation, yet there is no pair to exchange. The minimality theorem has no such hypothesis and holds for one particle or none, with minimum zero.

The condition $a\neq b$ in each move matters for parity as well. If an exchange of a particle with itself counted as a move, the identity could be reached in one move, although $N-c=0$.

## The permutation array in a path-integral run

In a path-integral Monte Carlo calculation for a finite number of bosons, with $p$ updated only by pair exchanges, the permutation can be stored as the array $[p(1),\dots,p(N)]$. An accepted move interchanges the values $a$ and $b$ in it. The three-particle ring above arises as

$$[1,2,3]\to[1,3,2]\to[2,3,1].$$

A program that interchanges the entries at positions $a$ and $b$ has the same counts, because $p\,(a\,b)=(p(a)\;p(b))\,p$ is again an exchange of two distinct values.

A single ring through 64 particles thus lies at least 63 accepted exchanges from the identity. Rejected proposals and moves that only displace beads do not add to this number. An update that permutes three particles cyclically in one step is a different kind of move: it reaches the three-particle ring in one step instead of two.
